# The screened integral ∫₀¹ dx/(a + x(1−x)): closed form and small-a logarithm

For a > 0, put b = √(1+4a). Then

    J(a) = ∫₀¹ dx/(a + x(1−x)) = (2/b) ln((b+1)/(b−1)),

and J(a) − 2 ln(1/a) → 0 as a → 0⁺. With a = μ²/q², where μ is a screening mass and q > 0 a momentum transfer, the second statement says that

    q² ∫₀¹ dx/(μ² + q² x(1−x)) − 4 ln(q/μ) → 0 as μ → 0⁺ at fixed q.

The integral comes from scattering by a screened Coulomb potential, e^(−μr)/r up to a constant, in units with ħ = 1. The mass μ is the inverse of the screening length. At second order in the potential the particle is deflected twice, and the amplitude contains two factors of the form 1/(k² + μ²), one for each momentum k exchanged. A Feynman parameter x combines them into one denominator. When μ is small compared with the particle's momentum, the integration over the intermediate momentum leaves, as its dominant part, a multiple of the integral over x above. This reduction of the amplitude is the step from the real scattering problem that the theorems take for granted: they start from the integral over x.

In non-relativistic potential scattering the dominant second-order term is imaginary relative to the first Born term. To this order, and for weak screening, the logarithm therefore changes the phase of the amplitude and not its modulus.

```lean
import Mathlib

open Filter Topology Set

namespace DalitzLogarithm

noncomputable section
```

## The integrals and the root b

The dimensionless integral J(a) is called `dalitzIntegral a`. The name Dalitz is often attached to the full three-dimensional momentum integrals of the second Born approximation; here it denotes only the one-dimensional integral that carries their logarithm.

The definition accepts every real a, but the physics and the theorems concern a > 0. At a = 0 the integral diverges, and Lean assigns it the value 0, which has no physical meaning. The limits below are taken through positive a only.

```lean
/-- The dimensionless screened integral `∫₀¹ dx / (a + x(1-x))`, for screening
parameter `a > 0`. -/
def dalitzIntegral (a : ℝ) : ℝ := ∫ x in (0 : ℝ)..1, 1 / (a + x * (1 - x))
```

The denominator a + x(1−x) vanishes at x = (1 ± b)/2, which is where b = √(1+4a) comes from. It is a pure number, not an impact parameter.

```lean
/-- The root `b = √(1 + 4a)`, for `a > 0`. -/
def screeningRoot (a : ℝ) : ℝ := √(1 + 4 * a)
```

With units restored, the integral is

    I(μ,q) = ∫₀¹ dx/(μ² + q² x(1−x)).

Here q is the magnitude of the momentum transfer, a real number and not a vector.

```lean
/-- The screened integral in physical units, `∫₀¹ dx / (μ² + q² x(1-x))`, for screening
mass `μ > 0` and momentum transfer `q > 0`. -/
def screenedIntegral (μ q : ℝ) : ℝ :=
  ∫ x in (0 : ℝ)..1, 1 / (μ ^ 2 + q ^ 2 * (x * (1 - x)))
```

## Both zeros of the denominator lie outside [0,1]

Since 1 + 4a is positive, squaring the root gives b² = 1 + 4a. This exceeds 1, and b is not negative, so b > 1. One zero of the denominator, (1−b)/2, is then below 0 and the other, (1+b)/2, is above 1. Screening keeps the integrand finite on the whole interval.

```lean
/-- For `a > 0` the root `b = √(1 + 4a)` satisfies `b² = 1 + 4a` and `b > 1`. -/
theorem screeningRoot_spec {a : ℝ} (ha : 0 < a) :
    screeningRoot a ^ 2 = 1 + 4 * a ∧ 1 < screeningRoot a := by
  have hs : screeningRoot a ^ 2 = 1 + 4 * a := Real.sq_sqrt (by linarith)
  have h0 : 0 ≤ screeningRoot a := Real.sqrt_nonneg _
  exact ⟨hs, by nlinarith⟩
```

## Partial fractions give the antiderivative

Write u = b + (2x−1) and v = b − (2x−1). Their product is

    uv = b² − (2x−1)² = 1 + 4a − 1 + 4x − 4x² = 4(a + x(1−x)),

and their sum is u + v = 2b. For x in [0,1] both are at least b − 1 > 0, so their logarithms can be differentiated. As u′ = 2 and v′ = −2,

    d/dx [(ln u − ln v)/b] = (2/u + 2/v)/b = 2(u+v)/(uvb) = 4/(uv) = 1/(a + x(1−x)).

In the proof, `hu` and `hv` state that u and v are non-zero, `d` is the derivative from the chain rule, `key` is the factorisation and `hsum` is the sum. The last `linear_combination` recombines the partial fractions. The hypothesis `x ∈ Icc (0 : ℝ) 1` includes both endpoints.

```lean
/-- For `a > 0` and `x` in `[0,1]`, the integrand `1/(a + x(1-x))` is the derivative of
`(ln(b + 2x - 1) - ln(b - 2x + 1))/b`, where `b = √(1 + 4a)`. -/
theorem hasDerivAt_antiderivative {a x : ℝ} (ha : 0 < a) (hx : x ∈ Icc (0 : ℝ) 1) :
    HasDerivAt (fun y : ℝ => (Real.log (screeningRoot a + (2 * y - 1))
      - Real.log (screeningRoot a - (2 * y - 1))) / screeningRoot a)
      (1 / (a + x * (1 - x))) x := by
  obtain ⟨hs, h1⟩ := screeningRoot_spec ha
  generalize screeningRoot a = b at hs h1 ⊢
  have hu : b + (2 * x - 1) ≠ 0 := by
    have := hx.1
    exact ne_of_gt (by linarith)
  have hv : b - (2 * x - 1) ≠ 0 := by
    have := hx.2
    exact ne_of_gt (by linarith)
  have hb : b ≠ 0 := ne_of_gt (by linarith)
  have d0 : HasDerivAt (fun y : ℝ => 2 * y - 1) 2 x :=
    (((hasDerivAt_id' x).const_mul (2 : ℝ)).sub_const 1).congr_deriv (by norm_num)
  have d := (((d0.const_add b).log hu).fun_sub ((d0.const_sub b).log hv)).div_const b
  refine d.congr_deriv ?_
  -- the denominator factors, and partial fractions recombine
  have key : a + x * (1 - x) = (b + (2 * x - 1)) * (b - (2 * x - 1)) / 4 := by
    linear_combination (-(1 / 4 : ℝ)) * hs
  have hsum : (b + (2 * x - 1)) + (b - (2 * x - 1)) = 2 * b := by ring
  rw [key]
  generalize b + (2 * x - 1) = u at hu hsum ⊢
  generalize b - (2 * x - 1) = v at hv hsum ⊢
  rw [div_sub_div _ _ hu hv, div_div, div_eq_div_iff
    (mul_ne_zero (mul_ne_zero hu hv) hb) (div_ne_zero (mul_ne_zero hu hv) (by norm_num))]
  linear_combination (u * v / 2) * hsum
```

## The closed form from the endpoint values

Let F(x) = (ln u − ln v)/b. At x = 1 we have u = b+1 and v = b−1; at x = 0 the two values are exchanged. Hence

    F(1) = (ln(b+1) − ln(b−1))/b,
    F(0) = −F(1),
    J(a) = F(1) − F(0) = (2/b) ln((b+1)/(b−1)).

The fundamental theorem of calculus also needs an integrable integrand. This is `hint`: the denominator is at least a > 0 on [0,1], so the integrand is continuous there. The equations `e1` to `e4` are the endpoint values of u and v.

```lean
/-- For `a > 0` and `b = √(1 + 4a)`, the screened integral equals
`(2/b) ln((b+1)/(b-1))`. -/
theorem dalitzIntegral_eq {a : ℝ} (ha : 0 < a) :
    dalitzIntegral a = 2 / screeningRoot a *
      Real.log ((screeningRoot a + 1) / (screeningRoot a - 1)) := by
  have hI : uIcc (0 : ℝ) 1 = Icc 0 1 := uIcc_of_le zero_le_one
  have hint : IntervalIntegrable (fun x : ℝ => 1 / (a + x * (1 - x)))
      MeasureTheory.volume 0 1 := by
    apply ContinuousOn.intervalIntegrable
    rw [hI]
    refine ContinuousOn.div continuousOn_const (by fun_prop) (fun x hx => ?_)
    have := mul_nonneg hx.1 (sub_nonneg.2 hx.2)
    exact ne_of_gt (by linarith)
  unfold dalitzIntegral
  rw [intervalIntegral.integral_eq_sub_of_hasDerivAt
    (fun x hx => hasDerivAt_antiderivative ha (hI ▸ hx)) hint]
  obtain ⟨-, h1⟩ := screeningRoot_spec ha
  generalize screeningRoot a = b at h1 ⊢
  have e1 : b + (2 * 1 - 1) = b + 1 := by ring
  have e2 : b - (2 * 1 - 1) = b - 1 := by ring
  have e3 : b + (2 * 0 - 1) = b - 1 := by ring
  have e4 : b - (2 * 0 - 1) = b + 1 := by ring
  rw [e1, e2, e3, e4, Real.log_div (ne_of_gt (by linarith)) (ne_of_gt (by linarith))]
  ring
```

## Separating the large logarithm, with error bounds

As a → 0⁺, b tends to 1 and the argument of the logarithm blows up. Using b² − 1 = 4a,

    (b+1)/(b−1) = (b+1)²/(b²−1) = ((b+1)/2)²/a.

With L = ln(1/a), l = ln((b+1)/2) and r = 1/b, the closed form becomes

    J(a) = 2r(2l + L).

Only L is large. The other two quantities are controlled by elementary estimates. From ln y ≤ y − 1 and b + 1 ≥ 2,

    0 ≤ l ≤ (b−1)/2 ≤ (b−1)(b+1)/4 = a.

For the prefactor, b > 1 gives r ≤ 1, and

    (1−2a)b = b(3−b²)/2 = 1 − (b−1)²(b+2)/2 ≤ 1

gives 1 − 2a ≤ r.

Now take 0 < a ≤ 1, so that L ≥ 0. Since r ≤ 1,

    J(a) ≤ 2(2l + L) ≤ 4a + 2L.

Since l ≥ 0 and r ≥ 1 − 2a,

    J(a) ≥ 2rL ≥ 2L − 4aL.

Together these read

    −4a ln(1/a) ≤ J(a) − 2 ln(1/a) ≤ 4a.

In the proof, `hsplit` separates the logarithm, `hl0` and `hl1` bound l, and `hr1` and `hr2` bound r. The two closing `nlinarith` calls multiply these inequalities together as above.

```lean
/-- For `0 < a ≤ 1` the screened integral differs from `2 ln(1/a)` by at least
`-4a ln(1/a)` and at most `4a`. -/
theorem dalitzIntegral_bounds {a : ℝ} (ha : 0 < a) (ha1 : a ≤ 1) :
    -(4 * a * Real.log (1 / a)) ≤ dalitzIntegral a - 2 * Real.log (1 / a) ∧
      dalitzIntegral a - 2 * Real.log (1 / a) ≤ 4 * a := by
  rw [dalitzIntegral_eq ha]
  obtain ⟨hs, h1⟩ := screeningRoot_spec ha
  generalize screeningRoot a = b at hs h1 ⊢
  have hb : 0 < b := by linarith
  have hL : 0 ≤ Real.log (1 / a) := Real.log_nonneg (by rw [le_div_iff₀ ha]; linarith)
  -- separate the large logarithm from a regular one
  have hsplit : Real.log ((b + 1) / (b - 1))
      = 2 * Real.log ((b + 1) / 2) + Real.log (1 / a) := by
    have e : (b + 1) / (b - 1) = ((b + 1) / 2) ^ 2 * (1 / a) := by
      rw [div_pow, div_mul_div_comm, div_eq_div_iff (ne_of_gt (by linarith))
        (ne_of_gt (by positivity))]
      linear_combination (-(b + 1)) * hs
    rw [e, Real.log_mul (ne_of_gt (by positivity)) (ne_of_gt (by positivity)),
      Real.log_pow, Nat.cast_ofNat]
  have hl0 : 0 ≤ Real.log ((b + 1) / 2) := Real.log_nonneg (by linarith)
  have hl1 : Real.log ((b + 1) / 2) ≤ a := by
    have := Real.log_le_sub_one_of_pos (show 0 < (b + 1) / 2 by linarith)
    nlinarith [sq_nonneg (b - 1)]
  -- the prefactor `1/b` lies between `1 - 2a` and `1`
  have hr0 : 0 < 1 / b := by positivity
  have hr1 : 1 / b ≤ 1 := by rw [div_le_iff₀ hb]; linarith
  have hr2 : 1 - 2 * a ≤ 1 / b := by
    rw [le_div_iff₀ hb]
    have e : (1 - 2 * a) * b = 1 - (b - 1) ^ 2 * (b + 2) / 2 := by
      linear_combination (b / 2) * hs
    have : 0 ≤ (b - 1) ^ 2 * (b + 2) := by positivity
    linarith
  have h2 : 2 / b = 2 * (1 / b) := by ring
  rw [hsplit, h2]
  generalize 1 / b = r at hr0 hr1 hr2 ⊢
  generalize Real.log ((b + 1) / 2) = l at hl0 hl1 ⊢
  generalize Real.log (1 / a) = L at hL ⊢
  constructor
  · nlinarith [mul_nonneg (sub_nonneg.2 hr2) hL, mul_nonneg hr0.le hl0]
  · nlinarith [mul_nonneg (sub_nonneg.2 hr1) (show 0 ≤ 2 * l + L by linarith)]
```

## The limit of weak screening

Both bounds vanish as a → 0⁺: the upper one is linear in a, and the lower one equals 4a ln a, where a ln a → 0. The difference J(a) − 2 ln(1/a) is squeezed between them.

In the statement, `𝓝[>] 0` means that a approaches 0 from above, and `𝓝 0` that the difference approaches 0. The bounds hold for 0 < a < 1, which is enough for a limit at 0; the `filter_upwards` steps restrict a to that range.

```lean
/-- The Dalitz logarithm: as `a → 0⁺`, the difference between the screened integral
and `2 ln(1/a)` tends to zero. -/
theorem dalitz_logarithm :
    Tendsto (fun a : ℝ => dalitzIntegral a - 2 * Real.log (1 / a)) (𝓝[>] 0) (𝓝 0) := by
  have hlow : Tendsto (fun a : ℝ => 4 * (a * Real.log a)) (𝓝[>] 0) (𝓝 0) :=
    ((continuous_const.mul Real.continuous_mul_log).tendsto' 0 0 (by simp)).mono_left
      nhdsWithin_le_nhds
  have hup : Tendsto (fun a : ℝ => 4 * a) (𝓝[>] 0) (𝓝 0) :=
    ((continuous_const.mul continuous_id).tendsto' 0 0 (by simp)).mono_left
      nhdsWithin_le_nhds
  refine tendsto_of_tendsto_of_tendsto_of_le_of_le' hlow hup ?_ ?_
  · filter_upwards [Ioo_mem_nhdsGT (zero_lt_one' ℝ)] with a ha
    have h := (dalitzIntegral_bounds ha.1 ha.2.le).1
    have e : Real.log (1 / a) = -Real.log a := by rw [one_div, Real.log_inv]
    calc 4 * (a * Real.log a) = -(4 * a * Real.log (1 / a)) := by rw [e]; ring
      _ ≤ _ := h
  · filter_upwards [Ioo_mem_nhdsGT (zero_lt_one' ℝ)] with a ha
    exact (dalitzIntegral_bounds ha.1 ha.2.le).2
```

Since 2 ln(1/a) grows without bound and the remainder tends to zero, J(a) itself diverges. This is the long range of the Coulomb force showing up at second order: without screening the integral has no finite value. In Lean, `atTop` stands for +∞.

```lean
/-- The screened integral grows without bound as `a → 0⁺`. -/
theorem dalitzIntegral_tendsto_atTop : Tendsto dalitzIntegral (𝓝[>] 0) atTop := by
  have hlog : Tendsto (fun a : ℝ => 2 * Real.log (a⁻¹)) (𝓝[>] 0) atTop :=
    (Real.tendsto_log_atTop.comp tendsto_inv_nhdsGT_zero).const_mul_atTop two_pos
  refine (dalitz_logarithm.add_atTop hlog).congr (fun a => ?_)
  rw [one_div]
  ring
```

## Restoring the screening mass and the momentum transfer

With a = μ²/q² the momentum scale factors out of the denominator:

    μ² + q² x(1−x) = q²(a + x(1−x)).

Therefore

    I(μ,q) = J(μ²/q²)/q² = (1/q²)(2/b) ln((b+1)/(b−1)), with b = √(1 + 4μ²/q²).

The step `scale` is this identity for the integrand at each x, and the constant 1/q² is then taken outside the integral.

```lean
/-- For `μ, q > 0` the integral in physical units is `1/q²` times
`(2/b) ln((b+1)/(b-1))`, with `b = √(1 + 4μ²/q²)`. -/
theorem screenedIntegral_eq {μ q : ℝ} (hμ : 0 < μ) (hq : 0 < q) :
    screenedIntegral μ q = 1 / q ^ 2 * (2 / screeningRoot (μ ^ 2 / q ^ 2) *
      Real.log ((screeningRoot (μ ^ 2 / q ^ 2) + 1) /
        (screeningRoot (μ ^ 2 / q ^ 2) - 1))) := by
  rw [← dalitzIntegral_eq (show 0 < μ ^ 2 / q ^ 2 by positivity)]
  -- pull the momentum scale out of the denominator
  have scale : ∀ x : ℝ, 1 / (μ ^ 2 + q ^ 2 * (x * (1 - x)))
      = 1 / q ^ 2 * (1 / (μ ^ 2 / q ^ 2 + x * (1 - x))) := by
    intro x
    have e : μ ^ 2 + q ^ 2 * (x * (1 - x)) = q ^ 2 * (μ ^ 2 / q ^ 2 + x * (1 - x)) := by
      field_simp
    rw [e, div_mul_div_comm, one_mul]
  unfold screenedIntegral dalitzIntegral
  rw [← intervalIntegral.integral_const_mul]
  exact intervalIntegral.integral_congr (fun x _ => scale x)
```

At fixed q > 0, letting μ → 0⁺ sends a = μ²/q² to zero through positive values, which is `ht` in the proof. The logarithm becomes

    2 ln(1/a) = 2 ln(q²/μ²) = 4 ln(q/μ),

which is `hlog`. Substituting J(a) = q² I(μ,q) in the dimensionless limit gives

    q² I(μ,q) − 4 ln(q/μ) → 0.

The limit is taken at one fixed q. No uniformity in q is claimed, and forward scattering, q = 0, is excluded.

```lean
/-- At fixed momentum transfer `q > 0`, the difference between `q²` times the screened
integral and `4 ln(q/μ)` tends to zero as the screening mass `μ → 0⁺`. -/
theorem screenedIntegral_logarithm {q : ℝ} (hq : 0 < q) :
    Tendsto (fun μ : ℝ => q ^ 2 * screenedIntegral μ q - 4 * Real.log (q / μ))
      (𝓝[>] 0) (𝓝 0) := by
  have hc : Continuous (fun μ : ℝ => μ ^ 2 / q ^ 2) := by fun_prop
  have ht : Tendsto (fun μ : ℝ => μ ^ 2 / q ^ 2) (𝓝[>] 0) (𝓝[>] 0) := by
    refine tendsto_nhdsWithin_iff.mpr
      ⟨(hc.tendsto' 0 0 (by simp)).mono_left nhdsWithin_le_nhds, ?_⟩
    filter_upwards [self_mem_nhdsWithin] with μ hμ
    have hμ' : 0 < μ := hμ
    exact show 0 < μ ^ 2 / q ^ 2 by positivity
  refine (dalitz_logarithm.comp ht).congr' ?_
  filter_upwards [self_mem_nhdsWithin] with μ hμ
  have hμ' : 0 < μ := hμ
  have hlog : Real.log (1 / (μ ^ 2 / q ^ 2)) = 2 * Real.log (q / μ) := by
    rw [one_div_div, ← div_pow, Real.log_pow, Nat.cast_ofNat]
  have hq2 : q ^ 2 * (1 / q ^ 2) = 1 := mul_one_div_cancel (by positivity)
  rw [Function.comp_apply, hlog, screenedIntegral_eq hμ' hq,
    ← dalitzIntegral_eq (show 0 < μ ^ 2 / q ^ 2 by positivity)]
  linear_combination (-dalitzIntegral (μ ^ 2 / q ^ 2)) * hq2

end

end DalitzLogarithm
```

```lean
#print axioms DalitzLogarithm.dalitzIntegral_tendsto_atTop
#print axioms DalitzLogarithm.screenedIntegral_logarithm
```

```
'DalitzLogarithm.dalitzIntegral_tendsto_atTop' depends on axioms: [propext, Classical.choice, Quot.sound]
'DalitzLogarithm.screenedIntegral_logarithm' depends on axioms: [propext, Classical.choice, Quot.sound]
```

## A momentum-space definition, and the share of each endpoint

The starting point could also have been a loop integral over a two-dimensional transverse momentum k, as in the eikonal treatment of fast particles:

    ∫ d²k / ((|k|² + μ²)(|k − q|² + μ²)) = π I(μ,|q|),

with q now a vector in the plane. That definition would lie closer to the scattering problem. One route from there to the integral over x treated here uses the Feynman-parameter identity, an exchange of the order of integration and the integral over the plane; none of these steps is formalised here.

The same antiderivative also gives the integral over part of the range. For 0 < t < 1, F(t) − F(0) is

    ∫₀ᵗ dx/(a + x(1−x)) = (1/b) ln( (b+2t−1)(b+1) / ((b−2t+1)(b−1)) ).

As a → 0⁺, this minus ln(1/a) tends to ln(t/(1−t)). The range next to x = 0 thus supplies one ln(1/a), and by the symmetry x → 1−x the range next to x = 1 supplies the other.
